# Waves orthogonalized to one core state: the smallest overlap eigenvalue tends to zero in a Hilbert basis

```lean
import Mathlib

open Matrix Filter Topology

namespace OrthogonalizedPlaneWaves

noncomputable section

variable {H : Type*} [NormedAddCommGroup H] [InnerProductSpace ℂ H]
variable {ι κ : Type*} [Fintype κ]
```

`H` is a complex inner product space of one-electron states. The type `ι` labels the waves and the finite type `κ` labels the core states. Mathlib's inner product $\langle x,y\rangle$, written `inner ℂ x y`, is conjugate-linear in the first slot, as in Dirac notation.

```lean
/-- The orthogonalized wave: `φ` minus its components along the core states `c`. -/
def opw (c : κ → H) (φ : H) : H := φ - ∑ k, inner ℂ (c k) φ • c k
```

For core states $c_k$, the orthogonalized wave is

$$P\varphi=\varphi-\sum_k\langle c_k,\varphi\rangle\,c_k .$$

Here `κ → H` is the family of cores, and `•` multiplies a vector by a scalar. The result is not renormalized.

```lean
/-- The overlap (Gram) matrix of the orthogonalized waves built from the family `e`. -/
def opwOverlap (c : κ → H) (e : ι → H) : Matrix ι ι ℂ :=
  Matrix.of fun i j => inner ℂ (opw c (e i)) (opw c (e j))
```

The overlap matrix is $G_{ij}=\langle Pe_i,Pe_j\rangle$. The $e_i$ are abstract vectors. Plane waves in a periodic box, normalized and enumerated, are the intended example.

```lean
/-- The set of real eigenvalues of a complex square matrix. -/
def realEigenvalues [Fintype ι] (G : Matrix ι ι ℂ) : Set ℝ :=
  {μ | ∃ v : ι → ℂ, v ≠ 0 ∧ G *ᵥ v = (μ : ℂ) • v}
```

A real number $\mu$ is in this set if $Gv=\mu v$ for some $v\neq0$; `*ᵥ` is matrix times vector. Because an overlap matrix is Hermitian, restricting to real $\mu$ loses no eigenvalues.

## Removing the core components

```lean
/-- For orthonormal core states, an orthogonalized wave is orthogonal to every core state. -/
theorem inner_core_opw {c : κ → H} (hc : Orthonormal ℂ c) (k : κ) (φ : H) :
    inner ℂ (c k) (opw c φ) = 0 := by
  have h := hc.inner_right_fintype (fun k => inner ℂ (c k) φ) k
  rw [opw, inner_sub_right, h, sub_self]
```

The hypothesis `Orthonormal ℂ c` says $\langle c_k,c_l\rangle=\delta_{kl}$. It stands for core orbitals that are normalized and mutually orthogonal, as for one atom, or for several atoms whose cores do not overlap. Then

$$\langle c_k,P\varphi\rangle=\langle c_k,\varphi\rangle-\sum_l\langle c_l,\varphi\rangle\delta_{kl}=0 .$$

The tactic `rw` replaces one side of a known equation by the other, here until the two terms cancel.

```lean
/-- For orthonormal core states, the first wave in the overlap of two orthogonalized waves may be
replaced by the original wave. -/
theorem inner_opw_left {c : κ → H} (hc : Orthonormal ℂ c) (φ ψ : H) :
    inner ℂ (opw c φ) (opw c ψ) = inner ℂ φ (opw c ψ) := by
  have h : inner ℂ (∑ k, inner ℂ (c k) φ • c k) (opw c ψ) = 0 := by
    rw [sum_inner]
    exact Finset.sum_eq_zero fun k _ => by
      rw [inner_smul_left, inner_core_opw hc, mul_zero]
  have hφ : opw c φ = φ - ∑ k, inner ℂ (c k) φ • c k := rfl
  rw [hφ, inner_sub_left, h, sub_zero]
```

The part subtracted from $\varphi$ is a combination of cores, and $P\psi$ is orthogonal to all of them. Hence $\langle P\varphi,P\psi\rangle=\langle\varphi,P\psi\rangle$.

```lean
/-- For orthonormal core states, the overlap of two orthogonalized waves is the original overlap
minus the core part. -/
theorem inner_opw_opw {c : κ → H} (hc : Orthonormal ℂ c) (φ ψ : H) :
    inner ℂ (opw c φ) (opw c ψ)
      = inner ℂ φ ψ - ∑ k, inner ℂ φ (c k) * inner ℂ (c k) ψ := by
  rw [inner_opw_left hc, opw, inner_sub_right, inner_sum]
  congr 1
  exact Finset.sum_congr rfl fun k _ => by rw [inner_smul_right, mul_comm]
```

Expanding $P\psi$ gives the overlap formula

$$\langle P\varphi,P\psi\rangle=\langle\varphi,\psi\rangle-\sum_k\langle\varphi,c_k\rangle\langle c_k,\psi\rangle .$$

```lean
/-- For orthonormal core states, orthogonalization annihilates exactly their span. -/
theorem opw_eq_zero_iff {c : κ → H} (hc : Orthonormal ℂ c) (x : H) :
    opw c x = 0 ↔ x ∈ Submodule.span ℂ (Set.range c) := by
  constructor
  · intro h
    have hx : x = ∑ k, inner ℂ (c k) x • c k := sub_eq_zero.mp h
    rw [hx]
    exact Submodule.sum_mem _ fun k _ =>
      Submodule.smul_mem _ _ (Submodule.subset_span ⟨k, rfl⟩)
  · intro h
    obtain ⟨g, rfl⟩ := (Submodule.mem_span_range_iff_exists_fun ℂ).mp h
    simp only [opw, hc.inner_right_fintype, sub_self]
```

If $Px=0$, then $x=\sum_k\langle c_k,x\rangle c_k$ lies in the core span. Conversely, if $x=\sum_k g_kc_k$, orthonormality gives $\langle c_k,x\rangle=g_k$, so the subtraction removes all of $x$. The two bullets prove these two directions.

## One core state and finitely many waves

```lean
/-- The product of a core overlap with its reverse is the squared modulus of the overlap. -/
theorem core_weight (c x : H) :
    inner ℂ c x * inner ℂ x c = ((‖inner ℂ c x‖ ^ 2 : ℝ) : ℂ) := by
  rw [← inner_conj_symm x c, Complex.mul_conj, Complex.normSq_eq_norm_sq]
```

This is $\langle c,x\rangle\langle x,c\rangle=|\langle c,x\rangle|^2$. The type annotations mark a real number regarded as a complex one.

```lean
/-- For one normalized core state and orthonormal waves, component `i` of the overlap matrix times
`v` is `v i - ⟨e i, c⟩ * ∑ n, ⟨c, e n⟩ * v n`. -/
theorem overlap_single_mulVec [Fintype ι] {c : H} (hc : ‖c‖ = 1) {e : ι → H}
    (he : Orthonormal ℂ e) (v : ι → ℂ) (i : ι) :
    (opwOverlap (fun _ : Unit => c) e *ᵥ v) i
      = v i - inner ℂ (e i) c * ∑ n, inner ℂ c (e n) * v n := by
  classical
  have hc' : Orthonormal ℂ (fun _ : Unit => c) :=
    ⟨fun _ => hc, fun i j h => (h (Subsingleton.elim i j)).elim⟩
  have entry : ∀ j, opwOverlap (fun _ : Unit => c) e i j
      = (if i = j then 1 else 0) - inner ℂ (e i) c * inner ℂ c (e j) := by
    intro j
    change inner ℂ (opw _ (e i)) (opw _ (e j)) = _
    rw [inner_opw_opw hc', orthonormal_iff_ite.mp he i j, Fintype.sum_unique]
  change ∑ j, opwOverlap (fun _ : Unit => c) e i j * v j = _
  simp only [entry, sub_mul, ite_mul, one_mul, zero_mul, Finset.sum_sub_distrib,
    Finset.sum_ite_eq, Finset.mem_univ, ↓reduceIte, Finset.mul_sum, mul_assoc]
```

From here to the limit theorem there is one core $c$ with $\|c\|=1$, encoded as a family over the one-element type `Unit`. Write $a_n=\langle c,e_n\rangle$. For orthonormal waves the overlap formula becomes $G_{ij}=\delta_{ij}-\overline{a_i}\,a_j$, so

$$(Gv)_i=v_i-\overline{a_i}\,t,\qquad t=\sum_n a_nv_n .$$

The step `entry` computes the matrix element, and `simp` carries out the sum over $j$.

```lean
/-- For finitely many orthonormal waves and one core state, the smallest overlap eigenvalue is
one minus the weight of the core state in the span of the waves. -/
theorem isLeast_overlap_eigenvalue [Fintype ι] [Nonempty ι] {c : H} (hc : ‖c‖ = 1)
    {e : ι → H} (he : Orthonormal ℂ e) :
    IsLeast (realEigenvalues (opwOverlap (fun _ : Unit => c) e))
      (1 - ∑ n, ‖inner ℂ c (e n)‖ ^ 2) := by
  have hS : ∑ n, inner ℂ c (e n) * inner ℂ (e n) c
      = ((∑ n, ‖inner ℂ c (e n)‖ ^ 2 : ℝ) : ℂ) := by
    rw [Complex.ofReal_sum]
    exact Finset.sum_congr rfl fun n _ => core_weight c (e n)
  -- the eigenvector is the coordinate vector of the core, or the vector of ones if that vanishes
  have key : ∃ v : ι → ℂ, v ≠ 0 ∧ opwOverlap (fun _ : Unit => c) e *ᵥ v
      = ((1 - ∑ n, ‖inner ℂ c (e n)‖ ^ 2 : ℝ) : ℂ) • v := by
    by_cases h : ∀ n, inner ℂ c (e n) = 0
    · refine ⟨fun _ => 1, ?_, ?_⟩
      · intro h0
        have h1 : (1 : ℂ) = 0 := congrFun h0 (Classical.arbitrary ι)
        exact one_ne_zero h1
      · funext i
        rw [overlap_single_mulVec hc he]
        simp [h]
    · obtain ⟨k, hk⟩ := not_forall.mp h
      refine ⟨fun n => inner ℂ (e n) c, ?_, ?_⟩
      · intro h0
        exact hk (inner_eq_zero_symm.mp (congrFun h0 k))
      · funext i
        rw [overlap_single_mulVec hc he]
        simp only [hS, Pi.smul_apply, smul_eq_mul, Complex.ofReal_sub, Complex.ofReal_one]
        ring
  refine ⟨key, ?_⟩
  rintro μ ⟨v, hv, h⟩
  obtain ⟨t, htd⟩ : ∃ t, t = ∑ n, inner ℂ c (e n) * v n := ⟨_, rfl⟩
  have hi : ∀ i, v i - inner ℂ (e i) c * t = μ * v i := by
    intro i
    have h1 := congrFun h i
    rw [overlap_single_mulVec hc he, ← htd] at h1
    exact h1
  by_cases ht : t = 0
  · -- eigenvectors without core component have eigenvalue one
    obtain ⟨k, hk⟩ := Function.ne_iff.mp hv
    have h1 := hi k
    rw [ht, mul_zero, sub_zero] at h1
    have h2 : (μ : ℂ) = 1 := mul_right_cancel₀ hk (by rw [one_mul]; exact h1.symm)
    have hμ : μ = 1 := by exact_mod_cast h2
    rw [hμ]
    exact sub_le_self _ (Finset.sum_nonneg fun _ _ => sq_nonneg _)
  · -- otherwise contract the eigenvalue equation with the core overlaps
    have h1 : ∑ i, inner ℂ c (e i) * (v i - inner ℂ (e i) c * t)
        = ∑ i, inner ℂ c (e i) * (μ * v i) :=
      Finset.sum_congr rfl fun i _ => by rw [hi i]
    have h2 : ∑ i, inner ℂ c (e i) * (v i - inner ℂ (e i) c * t)
        = ∑ i, inner ℂ c (e i) * v i - (∑ i, inner ℂ c (e i) * inner ℂ (e i) c) * t := by
      rw [Finset.sum_mul, ← Finset.sum_sub_distrib]
      exact Finset.sum_congr rfl fun i _ => by ring
    have h3 : ∑ i, inner ℂ c (e i) * (μ * v i) = μ * ∑ i, inner ℂ c (e i) * v i := by
      rw [Finset.mul_sum]
      exact Finset.sum_congr rfl fun i _ => by ring
    rw [h2, h3, ← htd, hS] at h1
    have h4 : ((1 - ∑ n, ‖inner ℂ c (e n)‖ ^ 2 : ℝ) : ℂ) = μ :=
      mul_right_cancel₀ ht (by
        rw [Complex.ofReal_sub, Complex.ofReal_one]
        linear_combination h1)
    exact le_of_eq (Complex.ofReal_injective h4)
```

Let $S=\sum_n|a_n|^2$, the weight of the core state in the span of the waves. `IsLeast` makes two claims: $1-S$ is an eigenvalue, and no eigenvalue lies below it.

For the first, called `key` in the proof, take $v_i=\overline{a_i}$. Then $t=S$ and $Gv=(1-S)v$. If $S>0$, this $v$ is nonzero; its entries are the coordinates, in the waves $e_i$, of the core state's projection onto their span. If every $a_n$ vanishes, $G$ is the identity, and the proof uses the vector of ones. `Nonempty ι` guarantees that this vector is not zero.

For the second, let $v_i-\overline{a_i}\,t=\mu v_i$ with $v\ne0$. The proof splits with `by_cases`:

- If $t=0$, a component $v_k\neq0$ gives $\mu=1\ge1-S$.
- If $t\neq0$, multiplying by $a_i$ and summing gives $t-St=\mu t$, so $\mu=1-S$.

The equations `h1`, `h2` and `h3` carry out this contraction, and `mul_right_cancel₀` divides by $t$.

## Enlarging the basis

```lean
/-- For the first `N ≥ 1` waves of a Hilbert basis and one core state, the smallest overlap
eigenvalue is `1 - ∑ |⟨c, e n⟩|²`; it never increases with `N` and tends to zero. -/
theorem smallest_overlap_eigenvalue_tendsto_zero (e : HilbertBasis ℕ ℂ H) {c : H}
    (hc : ‖c‖ = 1) :
    (∀ N : ℕ, 1 ≤ N →
      IsLeast (realEigenvalues (opwOverlap (fun _ : Unit => c) (fun n : Fin N => e n)))
        (1 - ∑ n ∈ Finset.range N, ‖inner ℂ c (e n)‖ ^ 2)) ∧
    Antitone (fun N : ℕ => 1 - ∑ n ∈ Finset.range N, ‖inner ℂ c (e n)‖ ^ 2) ∧
    Tendsto (fun N : ℕ => 1 - ∑ n ∈ Finset.range N, ‖inner ℂ c (e n)‖ ^ 2)
      atTop (𝓝 0) := by
  refine ⟨?_, ?_, ?_⟩
  · intro N hN
    have : Nonempty (Fin N) := ⟨⟨0, hN⟩⟩
    have he : Orthonormal ℂ (fun n : Fin N => e n) :=
      e.orthonormal.comp _ Fin.val_injective
    rw [Finset.sum_range]
    exact isLeast_overlap_eigenvalue hc he
  · intro M N h
    exact sub_le_sub_left (Finset.sum_le_sum_of_subset_of_nonneg
      (Finset.range_mono h) fun _ _ _ => sq_nonneg _) 1
  · -- Parseval's identity for the core state
    have h2 := (Complex.continuous_re.tendsto _).comp
      (e.hasSum_inner_mul_inner c c).tendsto_sum_nat
    have h3 : (inner ℂ c c : ℂ).re = 1 := by
      rw [inner_self_eq_norm_sq_to_K, hc]
      simp
    rw [h3] at h2
    have h4 : Tendsto (fun N : ℕ => ∑ n ∈ Finset.range N, ‖inner ℂ c (e n)‖ ^ 2)
        atTop (𝓝 1) := by
      refine h2.congr fun N => ?_
      simp only [Function.comp_apply, core_weight]
      rw [← Complex.ofReal_sum, Complex.ofReal_re]
    have h5 := h4.const_sub 1
    rw [sub_self] at h5
    exact h5
```

Now $e$ is a Hilbert basis indexed by $n=0,1,2,\dots$, and `Fin N` selects $n<N$. With $S_N=\sum_{n<N}|a_n|^2$, the theorem has three parts.

1. For $N\ge1$, the smallest eigenvalue is $1-S_N$, by the preceding theorem.
2. This value never increases, since each new wave adds $|a_N|^2\ge0$ to the sum. It stays constant when $a_N=0$, so `Antitone` does not mean strict decrease.
3. Parseval's identity gives $\sum_{n=0}^{\infty}|a_n|^2=\|c\|^2=1$, hence $1-S_N\to0$. Lean takes the real part of the complex form of this identity.

For a single core state, this describes how an orthogonalized-plane-wave basis approaches linear dependence as it grows. No rate is given; that depends on how quickly the overlaps $a_n$ decay.

In a calculation, $G$ enters the generalized eigenproblem $Fx=EGx$, where $F$ is the Hamiltonian matrix between the orthogonalized waves $Pe_i$, $E$ is the energy and $x$ is here the vector of expansion coefficients. A small eigenvalue of $G$ can amplify rounding errors when the problem is reduced to standard form. A common remedy is to diagonalize $G$ and discard eigenvectors whose eigenvalues fall below a threshold.

## Several core states in a complete finite basis

```lean
/-- For orthonormal core states and a complete finite basis, the overlap matrix sends the
coordinates of a state to the coordinates of its orthogonalized wave. -/
theorem overlap_mulVec_coordinates [Fintype ι] {c : κ → H} (hc : Orthonormal ℂ c)
    (b : OrthonormalBasis ι ℂ H) (x : H) :
    opwOverlap c b *ᵥ (fun i => inner ℂ (b i) x) = fun i => inner ℂ (b i) (opw c x) := by
  have hr : ∀ φ ψ : H, inner ℂ (opw c φ) (opw c ψ) = inner ℂ (opw c φ) ψ := by
    intro φ ψ
    rw [← inner_conj_symm (opw c φ) (opw c ψ), inner_opw_left hc ψ φ, inner_conj_symm]
  funext i
  change ∑ j, inner ℂ (opw c (b i)) (opw c (b j)) * inner ℂ (b j) x = _
  simp only [hr]
  rw [b.sum_inner_mul_inner, ← hr, inner_opw_left hc]
```

An `OrthonormalBasis` with finite index type spans all of `H`, which is therefore finite-dimensional. Give $x$ the coordinates $\langle b_j,x\rangle$. Moving $P$ between the slots and using completeness,

$$\sum_j\langle Pb_i,Pb_j\rangle\langle b_j,x\rangle
=\sum_j\langle Pb_i,b_j\rangle\langle b_j,x\rangle
=\langle Pb_i,x\rangle=\langle b_i,Px\rangle .$$

Thus $G$ acts on coordinates as core removal. The auxiliary statement `hr` is the move $\langle P\varphi,P\psi\rangle=\langle P\varphi,\psi\rangle$.

```lean
/-- For a complete finite basis and orthonormal core states, the kernel of the overlap matrix
has dimension equal to the number of core states. -/
theorem finrank_ker_overlap [Fintype ι] {c : κ → H} (hc : Orthonormal ℂ c)
    (b : OrthonormalBasis ι ℂ H) :
    Module.finrank ℂ (LinearMap.ker (opwOverlap c b).mulVecLin) = Fintype.card κ := by
  have hL : ∀ x, b.toBasis.equivFun x = fun i => inner ℂ (b i) x := by
    intro x
    funext i
    simp [b.repr_apply_apply]
  -- the kernel is the core span written in coordinates
  have hker : LinearMap.ker (opwOverlap c b).mulVecLin
      = (Submodule.span ℂ (Set.range c)).map
          (b.toBasis.equivFun : H →ₗ[ℂ] (ι → ℂ)) := by
    ext v
    rw [LinearMap.mem_ker, Matrix.mulVecLin_apply, Submodule.mem_map]
    constructor
    · intro hv
      obtain ⟨x, rfl⟩ := b.toBasis.equivFun.surjective v
      refine ⟨x, (opw_eq_zero_iff hc x).mp ?_, rfl⟩
      rw [hL, overlap_mulVec_coordinates hc b] at hv
      exact b.toBasis.equivFun.injective (by rw [hL, map_zero]; exact hv)
    · rintro ⟨x, hx, rfl⟩
      change opwOverlap c b *ᵥ (b.toBasis.equivFun x) = 0
      rw [hL, overlap_mulVec_coordinates hc b, (opw_eq_zero_iff hc x).mpr hx]
      funext i
      exact inner_zero_right _
  rw [hker, LinearEquiv.finrank_map_eq, finrank_span_eq_card hc.linearIndependent]

end

end OrthogonalizedPlaneWaves
```

By the coordinate formula, $Gv=0$ exactly when the state $x$ with coordinates $v$ satisfies $Px=0$, that is, when $x$ lies in the core span. Taking coordinates is an invertible linear map and preserves dimension, and $m$ orthonormal cores are linearly independent. Hence $\dim\ker G=m$, with `Fintype.card κ` for $m$. In `hker` the kernel is identified with the core span in coordinates; the last line counts dimensions. Physically, the orthogonalized waves satisfy $m$ independent linear relations.

Core removal could also have been modelled as the orthogonal projection onto the complement of the core span. The cores would then not need to be orthonormal, and the kernel dimension would be the dimension of their span instead of their number.

```lean
#print axioms OrthogonalizedPlaneWaves.smallest_overlap_eigenvalue_tendsto_zero
#print axioms OrthogonalizedPlaneWaves.finrank_ker_overlap
```

```
'OrthogonalizedPlaneWaves.smallest_overlap_eigenvalue_tendsto_zero' depends on axioms: [propext, Classical.choice, Quot.sound]
'OrthogonalizedPlaneWaves.finrank_ker_overlap' depends on axioms: [propext, Classical.choice, Quot.sound]
```
